# Three Richardson-Gaudin charges with distinct level energies commute if their couplings obey the Gaudin relations

## Can the three charges label the same eigenstates?

When I diagonalise a small pairing Hamiltonian with uniform coupling, I label its eigenstates by the eigenvalues of the charges

R_k = Z_k + g Σ_(l≠k) T_kl / (e_k − e_l).

Here e_k is the energy of level k, Z_k an operator on that level, T_kl the coupling of levels k and l, and g a number that sets the strength of the couplings. A common set of labels requires the charges to commute. For three levels I assume that the Z_k commute, that T_kl = T_lk, and that for distinct k, l, m

[T_kl, T_km + T_lm] = 0, [Z_k + Z_l, T_kl] = 0, [Z_m, T_kl] = 0.

With distinct e_k, the R_k should then commute pairwise. I'd like to see every step of the argument, and a version that a machine has checked.

## They commute, order by order in g

Take levels i ≠ j; for i = j there is nothing to show. For each third level m, write

P = T_ij, U = T_im, V = T_jm,

a = 1/(e_i − e_j), b = 1/(e_i − e_m), c = 1/(e_j − e_m).

Let X be the sum of bU over the third levels, and Y the sum of cV. Since e_j − e_i has the opposite sign,

R_i = Z_i + g(aP + X), R_j = Z_j + g(−aP + Y).

At order g⁰ the commutator is [Z_i, Z_j] = 0. At order g it is

−a[Z_i + Z_j, P] + [Z_i, Y] + [X, Z_j] = 0,

because Y does not involve level i and X does not involve level j. At order g² it is

a[P, X] + a[P, Y] + [X, Y].

With three levels there is a single m, so this equals

ab[P, U] + ac[P, V] + bc[U, V].

The relation [P, U + V] = 0 gives [P, V] = −[P, U], and [U, P + V] = 0 gives [U, V] = [P, U]. What remains is

(ab − ac + bc)[P, U].

Since a + c = (e_i − e_m)ac, we have b(a + c) = ac, and the bracket of coefficients vanishes.

With more levels, [X, Y] also contains terms [T_il, T_jm] with l ≠ m. They vanish if couplings of disjoint pairs commute, and each m then cancels as above.

### The relations in Lean and in physics

`K` is the field of scalars, `A` the operator algebra and `ι` the set of levels. `Commute x y` means xy = yx, `Function.Injective e` says that the energies are distinct, and `charge` is R_k. The coupling g is arbitrary.

`GaudinRelations` collects the assumptions. `pair` says that a coupling conserves the total Z of its two levels, as pair transfer does; `spectator` and `disjoint` express locality. `triangle` holds for isotropic pseudospin coupling S_k·S_l, which conserves S_k + S_l.

`three_level_charge_commute` assumes exactly your relations, with levels numbered 0, 1, 2. `charge_commute` covers any finite number of levels and adds `disjoint`. `gaudinRelations_witness` gives a concrete model: `exchange` swaps the states of two levels in a wavefunction, and `levelValue` multiplies by a function of one level's state.

```lean
import Mathlib

namespace RichardsonGaudin

noncomputable section

variable {K A ι σ : Type*} [Field K] [Ring A] [Algebra K A] [DecidableEq ι]

/-- The commutation relations among level operators `Z k` and pair couplings `T k l`, together with
the symmetry `T k l = T l k`. -/
structure GaudinRelations (Z : ι → A) (T : ι → ι → A) : Prop where
  level : ∀ k l, Commute (Z k) (Z l)
  symm : ∀ k l, T k l = T l k
  triangle : ∀ k l m, k ≠ l → k ≠ m → l ≠ m → Commute (T k l) (T k m + T l m)
  pair : ∀ k l, k ≠ l → Commute (Z k + Z l) (T k l)
  spectator : ∀ k l m, k ≠ l → k ≠ m → l ≠ m → Commute (Z m) (T k l)
  disjoint : ∀ k l m n, k ≠ l → k ≠ m → k ≠ n → l ≠ m → l ≠ n → m ≠ n →
    Commute (T k l) (T m n)

/-- The operator that exchanges the states of levels `k` and `l` in a wavefunction of
level configurations. -/
def exchange (K σ : Type*) [Field K] (k l : ι) : Module.End K ((ι → σ) → K) where
  toFun ψ := fun s => ψ (fun x => s (Equiv.swap k l x))
  map_add' _ _ := rfl
  map_smul' _ _ := rfl

/-- The diagonal operator that multiplies a wavefunction by the value of `z` at the state
of level `k`. -/
def levelValue (z : σ → K) (k : ι) : Module.End K ((ι → σ) → K) where
  toFun ψ := fun s => z (s k) * ψ s
  map_add' _ _ := funext fun _ => mul_add _ _ _
  map_smul' _ _ := funext fun _ => mul_left_comm _ _ _

/-- Exchange operators and diagonal level operators satisfy the Gaudin relations. -/
theorem gaudinRelations_witness (z : σ → K) :
    GaudinRelations (levelValue (ι := ι) z) (exchange K σ) where
  level k l := LinearMap.ext fun ψ => funext fun s => mul_left_comm _ _ _
  symm k l := by
    refine LinearMap.ext fun ψ => funext fun s => ?_
    show ψ (fun x => s (Equiv.swap k l x)) = ψ (fun x => s (Equiv.swap l k x))
    rw [Equiv.swap_comm]
  triangle k l m hkl hkm hlm := by
    -- conjugation by one exchange relabels the other
    have h1 : ∀ x, Equiv.swap k l (Equiv.swap k m x)
        = Equiv.swap l m (Equiv.swap k l x) := fun x => by
      have h := (Equiv.swap k l).injective.swap_apply k m x
      rw [Equiv.swap_apply_left, Equiv.swap_apply_of_ne_of_ne hkm.symm hlm.symm] at h
      exact h.symm
    have h2 : ∀ x, Equiv.swap k l (Equiv.swap l m x)
        = Equiv.swap k m (Equiv.swap k l x) := fun x => by
      have h := (Equiv.swap k l).injective.swap_apply l m x
      rw [Equiv.swap_apply_right, Equiv.swap_apply_of_ne_of_ne hkm.symm hlm.symm] at h
      exact h.symm
    refine LinearMap.ext fun ψ => funext fun s => ?_
    show ψ (fun x => s (Equiv.swap k l (Equiv.swap k m x)))
        + ψ (fun x => s (Equiv.swap k l (Equiv.swap l m x)))
      = ψ (fun x => s (Equiv.swap k m (Equiv.swap k l x)))
        + ψ (fun x => s (Equiv.swap l m (Equiv.swap k l x)))
    simp only [h1, h2]
    exact add_comm _ _
  pair k l _ := by
    refine LinearMap.ext fun ψ => funext fun s => ?_
    show z (s k) * ψ (fun x => s (Equiv.swap k l x))
        + z (s l) * ψ (fun x => s (Equiv.swap k l x))
      = z (s (Equiv.swap k l k)) * ψ (fun x => s (Equiv.swap k l x))
        + z (s (Equiv.swap k l l)) * ψ (fun x => s (Equiv.swap k l x))
    rw [Equiv.swap_apply_left, Equiv.swap_apply_right]
    exact add_comm _ _
  spectator k l m _ hkm hlm := by
    refine LinearMap.ext fun ψ => funext fun s => ?_
    show z (s m) * ψ (fun x => s (Equiv.swap k l x))
      = z (s (Equiv.swap k l m)) * ψ (fun x => s (Equiv.swap k l x))
    rw [Equiv.swap_apply_of_ne_of_ne hkm.symm hlm.symm]
  disjoint k l m n _ hkm hkn hlm hln _ := by
    have h1 : ∀ x, Equiv.swap k l (Equiv.swap m n x)
        = Equiv.swap m n (Equiv.swap k l x) := fun x => by
      have h := (Equiv.swap k l).injective.swap_apply m n x
      rw [Equiv.swap_apply_of_ne_of_ne hkm.symm hlm.symm,
        Equiv.swap_apply_of_ne_of_ne hkn.symm hln.symm] at h
      exact h.symm
    refine LinearMap.ext fun ψ => funext fun s => ?_
    show ψ (fun x => s (Equiv.swap k l (Equiv.swap m n x)))
      = ψ (fun x => s (Equiv.swap m n (Equiv.swap k l x)))
    simp only [h1]

/-- If `P` commutes with `U + V` and `U` commutes with `P + V`, the weighted sum of the commutators
of `P`, `U` and `V` vanishes when the coefficients satisfy the partial-fraction identity `a b + b c
= a c`. -/
theorem three_body_cancellation {P U V : A} {a b c : K} (hP : Commute P (U + V))
    (hU : Commute U (P + V)) (hs : a * b + b * c = a * c) :
    (a * b) • (P * U - U * P) + (a * c) • (P * V - V * P)
      + (b * c) • (U * V - V * U) = 0 := by
  have h1 := hP.eq
  have h2 := hU.eq
  rw [mul_add, add_mul] at h1 h2
  linear_combination (norm := module)
    (a * c) • h1 + (b * c) • h2 + hs • (P * U - U * P)

/-- If terms with different labels commute, the commutator of two sums is the sum of the
commutators of terms with equal labels. -/
theorem sum_commutator (s : Finset ι) (x y : ι → A)
    (h : ∀ l ∈ s, ∀ m ∈ s, l ≠ m → Commute (x l) (y m)) :
    (∑ m ∈ s, x m) * (∑ m ∈ s, y m) - (∑ m ∈ s, y m) * (∑ m ∈ s, x m)
      = ∑ m ∈ s, (x m * y m - y m * x m) := by
  induction s using Finset.induction_on with
  | empty => simp
  | insert a s ha ih =>
    have h1 : Commute (x a) (∑ m ∈ s, y m) := Commute.sum_right _ _ _ fun m hm =>
      h a (Finset.mem_insert_self a s) m (Finset.mem_insert_of_mem hm)
        (fun q => ha (q ▸ hm))
    have h2 : Commute (∑ m ∈ s, x m) (y a) := Commute.sum_left _ _ _ fun m hm =>
      h m (Finset.mem_insert_of_mem hm) a (Finset.mem_insert_self a s)
        (fun q => ha (q ▸ hm))
    rw [Finset.sum_insert ha, Finset.sum_insert ha, Finset.sum_insert ha,
      ← ih fun l hl m hm => h l (Finset.mem_insert_of_mem hl) m (Finset.mem_insert_of_mem hm)]
    simp only [add_mul, mul_add, h1.eq, h2.eq]
    abel

/-- Two charges, each split into a level term, the mutual coupling `P` and the coupling to third
levels, commute if `Zi` commutes with `Zj` and with `Y`, `X` commutes with `Zj`, `Zi + Zj` commutes
with `P`, and the terms of second order in `g` cancel. -/
theorem commute_of_orders {Zi Zj P X Y : A} {a : K} (g : K) (hZ : Commute Zi Zj)
    (hP : Commute (Zi + Zj) P) (hY : Commute Zi Y) (hX : Commute X Zj)
    (h : a • ((P * X - X * P) + (P * Y - Y * P)) + (X * Y - Y * X) = 0) :
    Commute (Zi + g • (a • P + X)) (Zj + g • ((-a) • P + Y)) := by
  have h1 := hP.eq
  rw [mul_add, add_mul] at h1
  show _ * _ = _ * _
  simp only [mul_add, add_mul, smul_mul_assoc, mul_smul_comm]
  linear_combination (norm := module)
    hZ.eq - (g * a) • h1 + g • hY.eq + g • hX.eq + (g ^ 2) • h

variable [Fintype ι]

/-- The Richardson-Gaudin charge `R k = Z k + g ∑ T k l / (e k - e l)`, summed over `l ≠ k`,
for pairwise distinct level energies `e`. -/
def charge (Z : ι → A) (T : ι → ι → A) (e : ι → K) (g : K) (k : ι) : A :=
  Z k + g • ∑ l ∈ Finset.univ.erase k, (e k - e l)⁻¹ • T k l


variable {Z : ι → A} {T : ι → ι → A} {e : ι → K}

/-- For any finite number of levels with distinct energies, if `Z` and `T` satisfy the Gaudin
relations, the Richardson-Gaudin charges commute pairwise. -/
theorem charge_commute (h : GaudinRelations Z T) (he : Function.Injective e) (g : K)
    (i j : ι) : Commute (charge Z T e g i) (charge Z T e g j) := by
  by_cases hij : i = j
  · rw [hij]
  -- separate the mutual coupling from the coupling to third levels
  have hi : charge Z T e g i = Z i + g • ((e i - e j)⁻¹ • T i j
      + ∑ m ∈ (Finset.univ.erase i).erase j, (e i - e m)⁻¹ • T i m) := by
    unfold charge
    rw [← Finset.add_sum_erase (Finset.univ.erase i) (fun m => (e i - e m)⁻¹ • T i m)
      (Finset.mem_erase.2 ⟨Ne.symm hij, Finset.mem_univ j⟩)]
  have hj : charge Z T e g j = Z j + g • ((-(e i - e j)⁻¹) • T i j
      + ∑ m ∈ (Finset.univ.erase i).erase j, (e j - e m)⁻¹ • T j m) := by
    unfold charge
    rw [← Finset.add_sum_erase (Finset.univ.erase j) (fun m => (e j - e m)⁻¹ • T j m)
      (Finset.mem_erase.2 ⟨hij, Finset.mem_univ i⟩), Finset.erase_right_comm,
      h.symm j i, ← neg_sub (e i) (e j), inv_neg]
  have hS : ∀ m ∈ (Finset.univ.erase i).erase j, j ≠ m ∧ i ≠ m := fun m hm =>
    ⟨(Finset.mem_erase.1 hm).1.symm,
      (Finset.mem_erase.1 (Finset.mem_erase.1 hm).2).1.symm⟩
  rw [hi, hj]
  refine commute_of_orders g (h.level i j) (h.pair i j hij)
    (Commute.sum_right _ _ _ fun m hm =>
      (h.spectator j m i (hS m hm).1 (Ne.symm hij) (hS m hm).2.symm).smul_right _)
    (Commute.sum_left _ _ _ fun m hm =>
      (h.spectator i m j (hS m hm).2 hij (hS m hm).1.symm).symm.smul_left _) ?_
  rw [sum_commutator _ _ _ fun l hl m hm hlm =>
    ((h.disjoint i l j m (hS l hl).2 hij (hS m hm).2 (hS l hl).1.symm hlm
      (hS m hm).1).smul_left _).smul_right _]
  simp only [Finset.mul_sum, Finset.sum_mul, ← Finset.sum_sub_distrib,
    ← Finset.sum_add_distrib, Finset.smul_sum]
  -- each third level cancels separately
  refine Finset.sum_eq_zero fun m hm => ?_
  obtain ⟨hjm, him⟩ := hS m hm
  have d1 : e i - e j ≠ 0 := sub_ne_zero.2 (he.ne hij)
  have d2 : e i - e m ≠ 0 := sub_ne_zero.2 (he.ne him)
  have d3 : e j - e m ≠ 0 := sub_ne_zero.2 (he.ne hjm)
  have hs : (e i - e j)⁻¹ * (e i - e m)⁻¹ + (e i - e m)⁻¹ * (e j - e m)⁻¹
      = (e i - e j)⁻¹ * (e j - e m)⁻¹ := by
    field_simp
    ring
  have hU := h.triangle i m j him hij hjm.symm
  rw [h.symm m j] at hU
  have key := three_body_cancellation (h.triangle i j m hij him hjm) hU hs
  simp only [mul_smul_comm, smul_mul_assoc]
  linear_combination (norm := module) key

/-- Three levels: the stated relations and distinct energies make the three
Richardson-Gaudin charges commute pairwise. -/
theorem three_level_charge_commute {Z : Fin 3 → A} {T : Fin 3 → Fin 3 → A} {e : Fin 3 → K}
    (hZ : ∀ k l, Commute (Z k) (Z l)) (hT : ∀ k l, T k l = T l k)
    (hTT : ∀ k l m, k ≠ l → k ≠ m → l ≠ m → Commute (T k l) (T k m + T l m))
    (hZT : ∀ k l, k ≠ l → Commute (Z k + Z l) (T k l))
    (hZm : ∀ k l m, k ≠ l → k ≠ m → l ≠ m → Commute (Z m) (T k l))
    (he : Function.Injective e) (g : K) (i j : Fin 3) :
    Commute (charge Z T e g i) (charge Z T e g j) := by
  -- three levels contain no two disjoint pairs
  have h4 : ∀ k l m n : Fin 3, k ≠ l → k ≠ m → k ≠ n → l ≠ m → l ≠ n → m ≠ n → False := by
    intro k l m n a b c d p q
    have hk := k.isLt
    have hl := l.isLt
    have hm := m.isLt
    have hn := n.isLt
    simp only [ne_eq, Fin.ext_iff] at a b c d p q
    omega
  exact charge_commute ⟨hZ, hT, hTT, hZT, hZm, fun k l m n a b c d p q =>
    (h4 k l m n a b c d p q).elim⟩ he g i j

/-- If `Z` and `T` satisfy the Gaudin relations and the level energies are distinct, every
Richardson-Gaudin charge commutes with any Hamiltonian that is a linear combination of the charges.
-/
theorem charge_conserved (h : GaudinRelations Z T) (he : Function.Injective e) (g : K)
    (η : ι → K) (i : ι) :
    Commute (charge Z T e g i) (∑ k, η k • charge Z T e g k) :=
  Commute.sum_right _ _ _ fun k _ => (charge_commute h he g i k).smul_right _

end

end RichardsonGaudin
```

```lean
#print axioms RichardsonGaudin.three_level_charge_commute
#print axioms RichardsonGaudin.charge_conserved
```

```
'RichardsonGaudin.three_level_charge_commute' depends on axioms: [propext, Classical.choice, Quot.sound]
'RichardsonGaudin.charge_conserved' depends on axioms: [propext, Classical.choice, Quot.sound]
```

### How the proof follows the calculation

`commute_of_orders` is the expansion in g: `linear_combination` adds the relations with the coefficients found above. `sum_commutator` removes the terms with different third levels, by induction on the set of levels. `three_body_cancellation` handles the triangle, with the partial-fraction identity as hypothesis `hs`; `charge_commute` proves that identity by `field_simp` and `ring`, then assembles the parts. For three levels, `omega` shows that four distinct indices do not exist, so `disjoint` holds vacuously.

### Conserved quantities, and a coupling that spoils them

`charge_conserved` shows that each R_i commutes with every Hamiltonian Σ η_k R_k. Choosing η_k = 2e_k and symmetrising the double sum by hand gives

H = 2 Σ_k e_k Z_k + g Σ_(k≠l) T_kl.

For finitely many spin-½ pseudospins (up for a level that holds a pair, down for an empty one) with Z_k = S^z_k and T_kl = S_k·S_l, this is the reduced pairing Hamiltonian with uniform coupling, up to a function of the total S^z. The total S^z commutes with every charge, so the charges can serve to check a numerical diagonalisation. Richardson's exact solution goes further and constructs the eigenstates; the theorems here concern only commutation.

The relation [Z_k + Z_l, T_kl] = 0 is needed. A purely algebraic counter-example, in which T_01 acts on a single two-state system and is not a physical coupling of two levels, shows this. Take 2×2 complex matrices with Z_0 = σ_z, Z_1 = Z_2 = 0, T_01 = T_10 = σ_x and all other couplings zero. Every other assumption holds, but

[R_0, R_1] = −2ig σ_y / (e_0 − e_1),

which is nonzero whenever g ≠ 0.
